# The fermionic Matsubara transform turns discrete imaginary-time convolution with an antiperiodic function into a product

On a grid that divides the imaginary-time interval from 0 to β into `N` > 0 steps, the fermionic Matsubara transform of a complex function sums its values at steps j = 0 to `N` − 1, each multiplied by the phase exp(iπ(2n+1)j/N). The theorem `transform_conv` says that, at every integer frequency index n, the transform of the convolution Σₖ a(j − k) b(k), with k also running from 0 to `N` − 1, is the product of the transforms of a and b. Here a must change sign under translation by `N` steps, while b is arbitrary; neither the transform nor the convolution carries a time-step weight or a normalising factor. The proof exchanges the two sums, recognises the inner sum at fixed k as b(k) times the transform of a translated copy of a, and uses `transform_shift` to account for the translation by a phase.

The failing Lean file:

```lean
import Mathlib

open Finset

namespace DiscreteDysonConvolution

noncomputable section

/-- The fermionic Matsubara phase `exp(iπ(2n+1)j/N)` at frequency index `n` and time step `j`. -/
def phase (N : ℕ) (n j : ℤ) : ℂ :=
  Complex.exp (Complex.I * (Real.pi : ℂ) * (2 * (n : ℂ) + 1) * (j : ℂ) / (N : ℂ))

/-- The discrete Matsubara transform of a function on the imaginary-time grid. -/
def transform (N : ℕ) (a : ℤ → ℂ) (n : ℤ) : ℂ :=
  ∑ j ∈ range N, a (j : ℤ) * phase N n (j : ℤ)

/-- The discrete imaginary-time convolution over one period of `N` steps. -/
def conv (N : ℕ) (a b : ℤ → ℂ) (j : ℤ) : ℂ :=
  ∑ k ∈ range N, a (j - (k : ℤ)) * b (k : ℤ)

/-- The phases of successive time displacements multiply. -/
theorem phase_add (N : ℕ) (n j k : ℤ) :
    phase N n (j + k) = phase N n j * phase N n k := by
  unfold phase
  rw [← Complex.exp_add]
  congr 1
  push_cast
  ring

/-- The fermionic phase changes sign after one full period of `N` steps. -/
theorem phase_antiperiodic {N : ℕ} (hN : 0 < N) (n : ℤ) :
    Function.Antiperiodic (phase N n) (N : ℤ) := by
  intro j
  have hN' : (N : ℂ) ≠ 0 := by exact_mod_cast hN.ne'
  have h : phase N n (N : ℤ) = -1 := by
    have e : Complex.I * (Real.pi : ℂ) * (2 * (n : ℂ) + 1) * (((N : ℤ) : ℂ)) / (N : ℂ)
        = (Real.pi : ℂ) * Complex.I + (n : ℂ) * (2 * (Real.pi : ℂ) * Complex.I) := by
      rw [Int.cast_natCast, div_eq_iff hN']
      ring
    unfold phase
    rw [e, Complex.exp_add, Complex.exp_pi_mul_I, Complex.exp_eq_one_iff.2 ⟨n, rfl⟩, mul_one]
  rw [phase_add, h]
  ring

/-- The sum of a periodic function over one period does not depend on the starting point. -/
theorem sum_shift {N : ℕ} {f : ℤ → ℂ} (hf : ∀ x, f (x + (N : ℤ)) = f x) (m : ℤ) :
    ∑ j ∈ range N, f ((j : ℤ) + m) = ∑ j ∈ range N, f (j : ℤ) := by
  -- moving the window by one step trades the first term for an equal last term
  have step : ∀ m : ℤ, ∑ j ∈ range N, f ((j : ℤ) + (m + 1)) = ∑ j ∈ range N, f ((j : ℤ) + m) := by
    intro m
    have h : ∑ j ∈ range (N + 1), f ((j : ℤ) + m)
        = ∑ j ∈ range N, f ((j : ℤ) + m) + f ((N : ℤ) + m) := Finset.sum_range_succ _ N
    have h' : ∑ j ∈ range (N + 1), f ((j : ℤ) + m)
        = ∑ j ∈ range N, f ((j : ℤ) + (m + 1)) + f m := by
      rw [Finset.sum_range_succ']
      congr 1
      · refine Finset.sum_congr rfl fun j _ => ?_
        congr 1
        push_cast
        ring
      · simp
    have e : f ((N : ℤ) + m) = f m := by rw [add_comm]; exact hf m
    linear_combination h - h' + e
  refine Int.induction_on m (by simp) (fun i ih => ?_) (fun i ih => ?_)
  · exact (step _).trans ih
  · have h := step (-(i : ℤ) - 1)
    rw [sub_add_cancel] at h
    exact h.symm.trans ih

/-- Translating an antiperiodic function in imaginary time by `m` steps changes its transform
only by the phase of the displacement. -/
theorem transform_shift {N : ℕ} (hN : 0 < N) {a : ℤ → ℂ}
    (ha : Function.Antiperiodic a (N : ℤ)) (n m : ℤ) :
    transform N (fun j => a (j + m)) n * phase N n m = transform N a n := by
  have h := sum_shift (N := N) (f := fun x => a x * phase N n x)
    (fun x => by
      show a (x + N) * phase N n (x + N) = a x * phase N n x
      rw [ha x, phase_antiperiodic hN n x]
      ring) m
  unfold transform
  rw [Finset.sum_mul]
  refine Eq.trans (Finset.sum_congr rfl fun j _ => ?_) h
  show a (j + m) * phase N n j * phase N n m = a (j + m) * phase N n (j + m)
  rw [phase_add]
  ring

/-- Convolution theorem: the Matsubara transform turns the imaginary-time convolution
with an antiperiodic function into a product at each frequency. -/
theorem transform_conv {N : ℕ} (hN : 0 < N) {a : ℤ → ℂ}
    (ha : Function.Antiperiodic a (N : ℤ)) (b : ℤ → ℂ) (n : ℤ) :
    transform N (conv N a b) n = transform N a n * transform N b n := by
  have hl : transform N (conv N a b) n
      = ∑ k ∈ range N, ∑ j ∈ range N, a ((j : ℤ) - k) * b k * phase N n j := by
    simp only [transform, conv, Finset.sum_mul]
    exact Finset.sum_comm
  have hr : transform N a n * transform N b n
      = ∑ k ∈ range N, transform N a n * (b k * phase N n k) := by
    rw [← Finset.mul_sum]
    rfl
  rw [hl, hr]
  refine Finset.sum_congr rfl fun k _ => ?_
  -- at fixed k the inner sum is the transform of a translated function
  have h := transform_shift hN ha n (-(k : ℤ))
  have e : phase N n (-(k : ℤ)) * phase N n k = 1 := by
    rw [← phase_add]
    simp [phase]
  have t : ∑ j ∈ range N, a ((j : ℤ) - k) * b k * phase N n j
      = transform N (fun j => a (j + -(k : ℤ))) n * b k := by
    unfold transform
    rw [Finset.sum_mul]
    refine Finset.sum_congr rfl fun j _ => ?_
    rw [← sub_eq_add_neg]
    ring
  rw [t]
  linear_combination (b k * phase N n k) * h
    - (transform N (fun j => a (j + -(k : ℤ))) n * b k) * e

end

end DiscreteDysonConvolution
```

Messages:

```
Main.lean:112:8: error: Tactic `rewrite` failed: Did not find an occurrence of the pattern
  ?a + -?b
in the target expression
  a (↑j - ↑k) * b ↑k * phase N n ↑j = (fun j => a (j + -↑k)) ↑j * phase N n ↑j * b ↑k

N : ℕ
hN : 0 < N
a : ℤ → ℂ
ha : Function.Antiperiodic a ↑N
b : ℤ → ℂ
n : ℤ
hl : transform N (conv N a b) n = ∑ k ∈ range N, ∑ j ∈ range N, a (↑j - ↑k) * b ↑k * phase N n ↑j
hr : transform N a n * transform N b n = ∑ k ∈ range N, transform N a n * (b ↑k * phase N n ↑k)
k : ℕ
x✝¹ : k ∈ range N
h : transform N (fun j => a (j + -↑k)) n * phase N n (-↑k) = transform N a n
e : phase N n (-↑k) * phase N n ↑k = 1
j : ℕ
x✝ : j ∈ range N
⊢ a (↑j - ↑k) * b ↑k * phase N n ↑j = (fun j => a (j + -↑k)) ↑j * phase N n ↑j * b ↑k
```

What went wrong. The error is in the auxiliary equation `t`, where `rw [← sub_eq_add_neg]` is meant to turn `j + -k` into `j - k`. The goal does display a sum of that form, but only inside the function in `(fun j => a (j + -↑k)) ↑j`, an application that has not been beta-reduced: the argument `↑j` has not yet been substituted into the body. The `j` in the sum is therefore the function's bound variable, and `rw` cannot rewrite a term that contains a variable bound within the goal. No other part of the goal has the form `?a + -?b`, so Lean reports that the pattern was not found.

The added `show` restates the goal with the argument substituted, so that the right-hand side contains `a ((j : ℤ) + -(k : ℤ))`. Lean accepts this because the two forms are equal by definition. The `j` is now the fixed summation index, the rewrite finds its pattern, and both sides contain `a (↑j - ↑k)`. What remains is a reordering of factors, which `ring` proves.

The changed comment is mere tidying: it supplies the factor `b k` that the old wording left out.

The change, after which it compiles:

```diff
@@ -100,5 +100,5 @@
   rw [hl, hr]
   refine Finset.sum_congr rfl fun k _ => ?_
-  -- at fixed k the inner sum is the transform of a translated function
+  -- at fixed k the inner sum is b k times the transform of a translated function
   have h := transform_shift hN ha n (-(k : ℤ))
   have e : phase N n (-(k : ℤ)) * phase N n k = 1 := by
@@ -110,4 +110,6 @@
     rw [Finset.sum_mul]
     refine Finset.sum_congr rfl fun j _ => ?_
+    show a ((j : ℤ) - (k : ℤ)) * b (k : ℤ) * phase N n (j : ℤ)
+      = a ((j : ℤ) + -(k : ℤ)) * phase N n (j : ℤ) * b (k : ℤ)
     rw [← sub_eq_add_neg]
     ring
```
